# As r grows, r sin(c/r) approaches c faster than 1/r

For a fixed real number c, the theorem `sine_tail` says that r sin(c/r) tends to c at large distance r, with an error that vanishes faster than 1/r. In mathematical form, r(r sin(c/r) − c) tends to 0 as the real variable r goes to infinity. The statement involves no Hamiltonian or wavefunction, and c may have either sign or be zero. The proof takes r positive and at least |c|, so that x = c/r has size at most 1, and there bounds |sin x − x| by |x|³. This bounds the whole expression by |c|³/r, which tends to 0, and a squeeze argument finishes the proof.

This version doesn't compile in Lean 4 with Mathlib:

```lean
import Mathlib

open Filter Topology MeasureTheory

namespace SineTail

noncomputable section

/-- At large distance `r sin (c/r)` approaches `c` faster than `1/r`. -/
theorem sine_tail (c : ℝ) :
    Tendsto (fun r : ℝ => r * (r * Real.sin (c / r) - c)) atTop (𝓝 0) := by
  have hlim : Tendsto (fun r : ℝ => |c| ^ 3 / r) atTop (𝓝 0) :=
    tendsto_const_nhds.div_atTop tendsto_id
  refine squeeze_zero_norm' ?_ hlim
  filter_upwards [eventually_gt_atTop 0, eventually_ge_atTop |c|] with r hr hcr
  have hx : |c / r| ≤ 1 := by
    rw [abs_div, abs_of_pos hr]
    exact (div_le_one hr).mpr hcr
  -- the cubic bound on `sin x - x`
  have hb : |Real.sin (c / r) - c / r| ≤ |c / r| ^ 3 := by
    have h := abs_le.mp (Real.sin_bound hx)
    have h4 : |c / r| ^ 4 ≤ |c / r| ^ 3 :=
      pow_le_pow_of_le_one (abs_nonneg _) hx (by norm_num)
    have h3 := abs_le.mp (abs_pow (c / r) 3).le
    have h0 : 0 ≤ |c / r| ^ 3 := by positivity
    exact abs_le.mpr ⟨by linarith [h.1, h3.2], by linarith [h.2, h3.1]⟩
  have hc : r * (c / r) = c := mul_div_cancel₀ c hr.ne'
  have e : r * (r * Real.sin (c / r) - c) = r ^ 2 * (Real.sin (c / r) - c / r) := by
    linear_combination r * hc
  rw [Real.norm_eq_abs, e, abs_mul, abs_of_pos (pow_pos hr 2)]
  calc r ^ 2 * |Real.sin (c / r) - c / r| ≤ r ^ 2 * |c / r| ^ 3 :=
        mul_le_mul_of_nonneg_left hb (by positivity)
    _ = |c| ^ 3 / r := by
        rw [abs_div, abs_of_pos hr]
        field_simp

end

end SineTail
```

The compiler's answer:

```
Main.lean:26:25: error: linarith failed to find a contradiction
c : ℝ
hlim : Tendsto (fun r => |c| ^ 3 / r) atTop (𝓝 0)
r : ℝ
hr : 0 < r
hcr : |c| ≤ r
hx : |c / r| ≤ 1
h :
  -(|c / r| ^ 5 / 100) ≤ Real.sin (c / r) - (c / r - (c / r) ^ 3 / 6) ∧
    Real.sin (c / r) - (c / r - (c / r) ^ 3 / 6) ≤ |c / r| ^ 5 / 100
h4 : |c / r| ^ 4 ≤ |c / r| ^ 3
h3 : -|c / r| ^ 3 ≤ (c / r) ^ 3 ∧ (c / r) ^ 3 ≤ |c / r| ^ 3
h0 : 0 ≤ |c / r| ^ 3
a✝ : Real.sin (c / r) - c / r < -|c / r| ^ 3
⊢ False
failed
Main.lean:26:50: error: linarith failed to find a contradiction
c : ℝ
hlim : Tendsto (fun r => |c| ^ 3 / r) atTop (𝓝 0)
r : ℝ
hr : 0 < r
hcr : |c| ≤ r
hx : |c / r| ≤ 1
h :
  -(|c / r| ^ 5 / 100) ≤ Real.sin (c / r) - (c / r - (c / r) ^ 3 / 6) ∧
    Real.sin (c / r) - (c / r - (c / r) ^ 3 / 6) ≤ |c / r| ^ 5 / 100
h4 : |c / r| ^ 4 ≤ |c / r| ^ 3
h3 : -|c / r| ^ 3 ≤ (c / r) ^ 3 ∧ (c / r) ^ 3 ≤ |c / r| ^ 3
h0 : 0 ≤ |c / r| ^ 3
a✝ : |c / r| ^ 3 < Real.sin (c / r) - c / r
⊢ False
failed
```

The two errors come from the two halves of the cubic bound `hb`: the first `linarith` call can't prove the lower bound on sin x − x, and the second can't prove the upper one, where x is c/r.

The messages show that `Real.sin_bound` gives an error term of |x|⁵/100, while the attempt supplied `h4`, which compares |x|⁴ with |x|³. `linarith` treats different powers of |x| as unrelated quantities and does not work out for itself that |x|⁵ ≤ |x|³ when |x| ≤ 1. Nothing in the context therefore limits the fifth-power term, and `h4` is of no use.

The repair states |x|⁵ ≤ |x|³ instead. The same proof by `pow_le_pow_of_le_one` still works, since the exponents only need 3 ≤ 5. `linarith` finds the new fact in the context, and the error is then at most (1/6 + 1/100)|x|³, which is within |x|³ on both sides. Renaming `h4` to `h5` is mere tidying.

Fix (accepted with no message):

```diff
@@ -20,5 +20,5 @@
   have hb : |Real.sin (c / r) - c / r| ≤ |c / r| ^ 3 := by
     have h := abs_le.mp (Real.sin_bound hx)
-    have h4 : |c / r| ^ 4 ≤ |c / r| ^ 3 :=
+    have h5 : |c / r| ^ 5 ≤ |c / r| ^ 3 :=
       pow_le_pow_of_le_one (abs_nonneg _) hx (by norm_num)
     have h3 := abs_le.mp (abs_pow (c / r) 3).le
```
